# Level-shifted Newton steps with $u\ge 0$ and $H+u\succeq 0$: a length of at least $(1-e)D$ secures $(1-e)^2$ of the best model decrease

## When to stop adjusting the shift

When the plain Newton step of a geometry optimisation is longer than the trust radius $D$, one option is to adjust a level shift $u$ until the step length is close to $D$. How close is close enough? A level-shifted step that falls short of $D$ by 10% still achieves at least 81% of the best decrease that the quadratic model allows within the radius, provided that $u\ge0$ and the shifted Hessian is positive semidefinite.

## The model and the claim

Let $g$ be the gradient and $H$ the symmetric Hessian at the current geometry. A step $q$ changes the model energy by
$$m(q)=\langle g,q\rangle+\tfrac12\langle q,Hq\rangle .$$
Write $\Delta$ for the supremum of $-m(q)$ over $\|q\|\le D$, and $S(x)=\langle x,(H+u)x\rangle$ for the shifted quadratic form. Suppose that $u\ge0$, that $S(x)\ge0$ for all $x$, and that
$$(H+u)p=-g,\qquad (1-e)D\le\|p\|\le D,\qquad 0\le e\le1 .$$
Then
$$(1-e)^2\Delta\le -m(p)\le\Delta .$$

## Derivation by completing the square

Substitute $g=-(H+u)p$ and $H=(H+u)-u$:
$$-m(q)=\langle (H+u)p,q\rangle-\tfrac12S(q)+\tfrac u2\|q\|^2 .$$
Put $q=p+z$. By symmetry, $S(p+z)=S(p)+2\langle(H+u)p,z\rangle+S(z)$, so the mixed terms cancel:
$$-m(p+z)=\tfrac12\bigl(S(p)+u\|p+z\|^2\bigr)-\tfrac12S(z).$$
Since $S(z)\ge0$ and $u\ge0$, every step in the ball has decrease at most $B=\tfrac12(S(p)+uD^2)$. Hence $\Delta\le B$. At $z=0$,
$$-m(p)=\tfrac12\bigl(S(p)+u\|p\|^2\bigr)\ge\tfrac12\bigl(S(p)+(1-e)^2uD^2\bigr)\ge(1-e)^2B\ge(1-e)^2\Delta .$$
The upper bound holds because $p$ lies in the ball.

A mistake is easy to make when squaring $(1-e)D\le\|p\|$: the left side must be nonnegative. With $e=3$ every step satisfies this condition, yet the formula would promise four times the best decrease. The hypothesis $e\le1$ prevents this.

## Short steps and sharpness

Near the hard case, where the lowest Hessian eigenvalue is negative and $g$ has almost no component along its mode, $p$ may be much too short. Suppose a correction $z$ gives $\|p+z\|=D$ and costs $S(z)\le 2sB$ with $s\le1$. The same identity gives $-m(p+z)\ge(1-s)B\ge(1-s)\Delta$.

The factor $(1-e)^2$ cannot be improved in general. Take $g=0$, $H=-u$ with $u>0$, and $p=(1-e)Dv$ with $\|v\|=1$ and $D>0$. Then $S=0$, $\Delta=uD^2/2$ and $-m(p)=(1-e)^2\Delta$. This $H$ is not the Cartesian Hessian of a free molecule, whose translations have zero curvature. With a single bond length as the coordinate, it describes the top of an energy barrier.

## The Lean statement

The space `E` is any real inner product space; for $N$ atoms it can be $\mathbb R^{3N}$. `H` is a linear map with `H.IsSymmetric`, and `hpos` expresses positive semidefiniteness. `modelDecrease` is $-m$, `bestDecrease` is $\Delta$, and `shiftedForm` is $S$. The gradient, Hessian and step length must all refer to the same inner product.

The shift and an exact solution of the shifted equation are given, so finding them and the error of an iterative linear solver are not treated. The result concerns the model, not the true energy surface.

```lean
import Mathlib

open scoped InnerProductSpace

namespace ApproximateTrustRegion

noncomputable section

variable {E : Type*} [NormedAddCommGroup E] [InnerProductSpace ℝ E]

/-- The decrease of the quadratic energy model `⟨g,q⟩ + ⟨q,Hq⟩/2` on taking the step `q`
from the current geometry, with gradient `g` and Hessian `H`. -/
def modelDecrease (H : E →ₗ[ℝ] E) (g q : E) : ℝ :=
  -(⟪g, q⟫_ℝ + ⟪q, H q⟫_ℝ / 2)

/-- The supremum (`sSup`) of the model decrease over all steps of length at most `D`. -/
def bestDecrease (H : E →ₗ[ℝ] E) (g : E) (D : ℝ) : ℝ :=
  sSup (modelDecrease H g '' Metric.closedBall 0 D)

/-- The quadratic form `⟨x,(H + u)x⟩` of the level-shifted Hessian. -/
def shiftedForm (H : E →ₗ[ℝ] E) (u : ℝ) (x : E) : ℝ :=
  ⟪x, H x + u • x⟫_ℝ

/-- Completing the square: the model decrease of a step `p + z`, where `p` solves the
level-shifted Newton equation. -/
theorem modelDecrease_add {H : E →ₗ[ℝ] E} (hH : H.IsSymmetric) {g p : E} {u : ℝ}
    (hp : H p + u • p = -g) (z : E) :
    modelDecrease H g (p + z) =
      (shiftedForm H u p + u * ‖p + z‖ ^ 2) / 2 - shiftedForm H u z / 2 := by
  have hg : g = -(H p + u • p) := by rw [hp, neg_neg]
  -- symmetry brings all mixed terms to a common form
  have h1 : ⟪H p, z⟫_ℝ = ⟪z, H p⟫_ℝ := real_inner_comm _ _
  have h2 : ⟪H p, p⟫_ℝ = ⟪p, H p⟫_ℝ := real_inner_comm _ _
  have h3 : ⟪p, H z⟫_ℝ = ⟪z, H p⟫_ℝ := (hH p z).symm.trans h1
  have h4 : ⟪z, p⟫_ℝ = ⟪p, z⟫_ℝ := real_inner_comm _ _
  rw [hg, ← real_inner_self_eq_norm_sq]
  simp only [modelDecrease, shiftedForm, map_add, inner_add_left, inner_add_right,
    inner_neg_left, real_inner_smul_left, real_inner_smul_right]
  rw [h1, h2, h3, h4]
  ring

/-- Let `H` be symmetric, `u ≥ 0` and `H + u` positive semidefinite. A solution `p` of the
level-shifted Newton equation then gives the upper bound `(⟨p,(H + u)p⟩ + u D²)/2` on the model
decrease of every step `q` of length at most `D`. -/
theorem modelDecrease_le {H : E →ₗ[ℝ] E} (hH : H.IsSymmetric) {g p q : E} {u D : ℝ}
    (hu : 0 ≤ u) (hpos : ∀ x, 0 ≤ shiftedForm H u x)
    (hp : H p + u • p = -g) (hq : ‖q‖ ≤ D) :
    modelDecrease H g q ≤ (shiftedForm H u p + u * D ^ 2) / 2 := by
  have h := modelDecrease_add hH hp (q - p)
  have hpq : p + (q - p) = q := by abel
  rw [hpq] at h
  have hq2 : ‖q‖ ^ 2 ≤ D ^ 2 := pow_le_pow_left₀ (norm_nonneg q) hq 2
  have h5 := mul_le_mul_of_nonneg_left hq2 hu
  have h6 := hpos (q - p)
  linarith

/-- Let `H` be symmetric, `u ≥ 0` and `H + u` positive semidefinite, and let `p` solve the
level-shifted Newton equation. The best decrease over the steps of length at most `D` is at most
`(⟨p,(H + u)p⟩ + u D²)/2`, and it is at least the decrease of each such step `q`. -/
theorem bestDecrease_bounds {H : E →ₗ[ℝ] E} (hH : H.IsSymmetric) {g p q : E} {u D : ℝ}
    (hu : 0 ≤ u) (hpos : ∀ x, 0 ≤ shiftedForm H u x)
    (hp : H p + u • p = -g) (hq : ‖q‖ ≤ D) :
    modelDecrease H g q ≤ bestDecrease H g D ∧
      bestDecrease H g D ≤ (shiftedForm H u p + u * D ^ 2) / 2 := by
  have hmem : modelDecrease H g q ∈ modelDecrease H g '' Metric.closedBall 0 D :=
    ⟨q, mem_closedBall_zero_iff.mpr hq, rfl⟩
  have hub : ∀ y ∈ modelDecrease H g '' Metric.closedBall 0 D,
      y ≤ (shiftedForm H u p + u * D ^ 2) / 2 := by
    rintro y ⟨x, hx, rfl⟩
    exact modelDecrease_le hH hu hpos hp (mem_closedBall_zero_iff.mp hx)
  exact ⟨le_csSup ⟨_, hub⟩ hmem, csSup_le ⟨_, hmem⟩ hub⟩

/-- Approximate trust-region step: let `H` be symmetric, `u ≥ 0`, `H + u` positive semidefinite and
`0 ≤ e ≤ 1`. A level-shifted Newton step whose length lies between `(1 - e) D` and `D` achieves at
least the fraction `(1 - e)²` of the best model decrease, and no more than the best. -/
theorem approximate_step {H : E →ₗ[ℝ] E} (hH : H.IsSymmetric) {g p : E} {u D e : ℝ}
    (hu : 0 ≤ u) (hpos : ∀ x, 0 ≤ shiftedForm H u x) (hp : H p + u • p = -g)
    (he0 : 0 ≤ e) (he1 : e ≤ 1) (hlow : (1 - e) * D ≤ ‖p‖) (hup : ‖p‖ ≤ D) :
    (1 - e) ^ 2 * bestDecrease H g D ≤ modelDecrease H g p ∧
      modelDecrease H g p ≤ bestDecrease H g D := by
  obtain ⟨hle, hbest⟩ := bestDecrease_bounds hH hu hpos hp hup
  refine ⟨?_, hle⟩
  have hdec : modelDecrease H g p = (shiftedForm H u p + u * ‖p‖ ^ 2) / 2 := by
    have h := modelDecrease_add hH hp 0
    have h0 : shiftedForm H u (0 : E) = 0 := by simp [shiftedForm]
    rw [add_zero, h0] at h
    linarith
  have hD : 0 ≤ D := (norm_nonneg p).trans hup
  -- the length condition controls the shift term, `(1 - e)² ≤ 1` the curvature term
  have hlen : ((1 - e) * D) ^ 2 ≤ ‖p‖ ^ 2 :=
    pow_le_pow_left₀ (mul_nonneg (by linarith) hD) hlow 2
  have h1 := mul_le_mul_of_nonneg_left hlen hu
  have hfac : (1 - e) ^ 2 ≤ 1 := by nlinarith
  have h2 := mul_le_mul_of_nonneg_right hfac (hpos p)
  have h3 := mul_le_mul_of_nonneg_left hbest (sq_nonneg (1 - e))
  rw [hdec]
  linarith

/-- Corrected step: let `H` be symmetric, `u ≥ 0`, `H + u` positive semidefinite and `s ≤ 1`. If a
correction `z` takes the level-shifted Newton step `p` to length `D`, and `⟨z,(H + u)z⟩` is at most
`s` times `⟨p,(H + u)p⟩ + u D²`, then the step `p + z` achieves at least `1 - s` times the best
model decrease. -/
theorem corrected_step {H : E →ₗ[ℝ] E} (hH : H.IsSymmetric) {g p z : E} {u D s : ℝ}
    (hu : 0 ≤ u) (hpos : ∀ x, 0 ≤ shiftedForm H u x) (hp : H p + u • p = -g)
    (hs : s ≤ 1) (hz : ‖p + z‖ = D)
    (hcost : shiftedForm H u z ≤ s * (shiftedForm H u p + u * D ^ 2)) :
    (1 - s) * bestDecrease H g D ≤ modelDecrease H g (p + z) := by
  have hbest := (bestDecrease_bounds hH hu hpos hp hz.le).2
  have h1 := mul_le_mul_of_nonneg_left hbest (sub_nonneg.mpr hs)
  rw [modelDecrease_add hH hp z, hz]
  linarith

/-- The factor `(1 - e)²` is sharp: let `u > 0`, `D > 0` and `0 ≤ e ≤ 1`. With zero gradient and
Hessian `-u`, the shifted Hessian is positive semidefinite, and the step of length `(1 - e) D` along
a unit vector `v` solves the level-shifted Newton equation and achieves exactly this fraction of a
positive best decrease. -/
theorem factor_sharp {v : E} (hv : ‖v‖ = 1) {u D e : ℝ} (hu : 0 < u) (hD : 0 < D)
    (he0 : 0 ≤ e) (he1 : e ≤ 1) :
    let H : E →ₗ[ℝ] E := -(u • LinearMap.id)
    let p : E := ((1 - e) * D) • v
    H.IsSymmetric ∧ (∀ x, 0 ≤ shiftedForm H u x) ∧ H p + u • p = -0 ∧
      ‖p‖ = (1 - e) * D ∧ 0 < bestDecrease H 0 D ∧
      modelDecrease H 0 p = (1 - e) ^ 2 * bestDecrease H 0 D := by
  intro H p
  have happ : ∀ x, H x = -(u • x) := fun x => rfl
  have hH : H.IsSymmetric := by
    intro x y
    rw [happ, happ, inner_neg_left, inner_neg_right, real_inner_smul_left,
      real_inner_smul_right]
  have hpos : ∀ x, 0 ≤ shiftedForm H u x := by
    intro x
    simp [shiftedForm, happ]
  have hp : H p + u • p = -0 := by
    rw [happ, neg_add_cancel, neg_zero]
  have hnorm : ∀ t : ℝ, 0 ≤ t → ‖t • v‖ = t := by
    intro t ht
    rw [norm_smul, hv, mul_one, Real.norm_of_nonneg ht]
  have hpn : ‖p‖ = (1 - e) * D := hnorm _ (mul_nonneg (by linarith) hD.le)
  have hpD : ‖p‖ ≤ D := by rw [hpn]; nlinarith
  have hdec : ∀ t : ℝ, modelDecrease H 0 (t • v) = u * t ^ 2 / 2 := by
    intro t
    simp only [modelDecrease, happ, inner_zero_left, inner_neg_right,
      real_inner_smul_right, real_inner_self_eq_norm_sq,
      norm_smul, hv, Real.norm_eq_abs, mul_pow, sq_abs]
    ring
  -- the full-length step along `v` bounds the best decrease from below
  have hfull := (bestDecrease_bounds hH hu.le hpos hp (hnorm D hD.le).le).1
  rw [hdec] at hfull
  have hbpos : 0 < u * D ^ 2 / 2 := by positivity
  refine ⟨hH, hpos, hp, hpn, lt_of_lt_of_le hbpos hfull, le_antisymm ?_ ?_⟩
  · have h := mul_le_mul_of_nonneg_left hfull (sq_nonneg (1 - e))
    have hd : modelDecrease H 0 p = u * ((1 - e) * D) ^ 2 / 2 := hdec _
    rw [hd]
    linarith
  · exact (approximate_step hH hu.le hpos hp he0 he1 hpn.ge hpD).1

end

end ApproximateTrustRegion
```

```lean
#print axioms ApproximateTrustRegion.bestDecrease_bounds
#print axioms ApproximateTrustRegion.corrected_step
#print axioms ApproximateTrustRegion.factor_sharp
```

```
'ApproximateTrustRegion.bestDecrease_bounds' depends on axioms: [propext, Classical.choice, Quot.sound]
'ApproximateTrustRegion.corrected_step' depends on axioms: [propext, Classical.choice, Quot.sound]
'ApproximateTrustRegion.factor_sharp' depends on axioms: [propext, Classical.choice, Quot.sound]
```

## How the proof follows the derivation

`modelDecrease_add` is the completed square. Its facts `h1` to `h4` bring the mixed inner products to a common form, and `ring` cancels them.

`modelDecrease_le` applies the identity with $z=q-p$ and discards $-S(z)/2$. `bestDecrease_bounds` carries this bound to the supremum. The set of decreases is nonempty and bounded above, so `sSup` is its true least upper bound.

In `approximate_step`, `hdec` is the case $z=0$, `hlen` squares the length condition, and `hfac` gives $(1-e)^2\le1$ for the curvature term. `linarith` combines them with $\Delta\le B$.

`corrected_step` keeps the term $S(z)$ and bounds it by `hcost`. In `factor_sharp`, the full step $Dv$ shows that $\Delta\ge uD^2/2>0$, which gives one direction of the equality; `approximate_step` supplies the other.
